# No 0/1 assignment gives exactly one 1 in each of nine orthogonal bases built from eighteen vectors in $\mathbb R^4$

The vectors live in $\mathbb R^4$ with the usual scalar product. An orthogonal basis stands for an ideal measurement with four outcomes, one for each direction. An assignment gives each vector the value 1 ("this outcome would occur") or 0 ("it would not"). The value belongs to the vector alone and is the same in every basis that contains it. This condition, called noncontextuality, is a postulate about hypothetical predetermined values.

## Vectors, bases and assignments

```lean
import Mathlib

open Finset

namespace KochenSpeckerFour

noncomputable section
```

Mathlib supplies the mathematics. All numbering starts at zero: `Fin 18` is the set of labels $0,\dots,17$, and `Fin 4` is $\{0,1,2,3\}$.

```lean
/-- Integer components of the eighteen vectors. -/
def coord : Fin 18 → Fin 4 → ℤ :=
  ![![0, 0, 0, 1], ![0, 0, 1, 0], ![1, 1, 0, 0], ![1, -1, 0, 0],
    ![0, 1, 0, 0], ![1, 0, 1, 0], ![1, 0, -1, 0], ![1, -1, 1, -1],
    ![1, -1, -1, 1], ![0, 0, 1, 1], ![1, 1, 1, 1], ![0, 1, 0, -1],
    ![1, 0, 0, 1], ![1, 0, 0, -1], ![0, 1, -1, 0], ![1, 1, -1, 1],
    ![1, 1, 1, -1], ![-1, 1, 1, 1]]
```

The function `coord` takes a label and a component index and returns an integer. For example, vector 2 is $(1,1,0,0)$. With integer entries, many geometric facts reduce to finite integer arithmetic.

```lean
/-- The eighteen vectors in real four-dimensional space. -/
def ray (i : Fin 18) : Fin 4 → ℝ := fun a => (coord i a : ℝ)
```

This is the same list read as real vectors. Write $v_i$ for `ray i`. These vectors are not normalised; for instance, $v_2\cdot v_2=2$.

```lean
/-- The nine measurements, each given by the labels of its four vectors. -/
def tetrad : Fin 9 → Fin 4 → Fin 18 :=
  ![![0, 1, 2, 3], ![0, 4, 5, 6], ![7, 8, 2, 9],
    ![7, 10, 6, 11], ![1, 4, 12, 13], ![8, 10, 13, 14],
    ![15, 16, 3, 9], ![15, 17, 5, 11], ![16, 17, 12, 14]]
```

Write $t(b,j)$ for `tetrad b j`, the label in place $j$ of basis $b$. There are nine bases with four places each, thirty-six places in all. Basis 0 consists of $v_0,v_1,v_2,v_3$.

```lean
/-- The number of vectors in measurement `b` to which `f` assigns the value 1. -/
def ones (f : Fin 18 → Bool) (b : Fin 9) : ℕ := ∑ j, (f (tetrad b j)).toNat
```

An assignment is a function `f : Fin 18 → Bool`, and `toNat` turns its truth values into the numbers 0 and 1. With $f_i\in\{0,1\}$ for the value at label $i$, the number of 1s in basis $b$ is
$$N_b=\sum_{j=0}^{3} f_{t(b,j)}.$$
Because `f` receives only a label and never a basis, noncontextuality is built into its type.

## The geometry of the nine bases

```lean
/-- The scalar product of two of the vectors, computed from their integer components. -/
theorem ray_dot (i k : Fin 18) :
    ray i ⬝ᵥ ray k = ((∑ a, coord i a * coord k a : ℤ) : ℝ) := by
  simp [dotProduct, ray]
```

The symbol `⬝ᵥ` is the scalar product. The lemma says that $v_i\cdot v_k$ can be computed in the integers and then read as a real number.

```lean
/-- None of the eighteen vectors is a real multiple of another one. -/
theorem ray_not_parallel (i k : Fin 18) (hik : i ≠ k) (c : ℝ) : ray i ≠ c • ray k := by
  intro hc
  -- two different vectors have a non-vanishing two-by-two minor
  have minor : ∀ i k : Fin 18, i ≠ k →
      ∃ a b, coord i a * coord k b ≠ coord i b * coord k a := by decide +kernel
  obtain ⟨a, b, h⟩ := minor i k hik
  have ha : (coord i a : ℝ) = c * (coord k a : ℝ) := congrFun hc a
  have hb : (coord i b : ℝ) = c * (coord k b : ℝ) := congrFun hc b
  have hm : (coord i a : ℝ) * (coord k b : ℝ) = (coord i b : ℝ) * (coord k a : ℝ) := by
    linear_combination (coord k b : ℝ) * ha - (coord k a : ℝ) * hb
  exact h (by exact_mod_cast hm)
```

For $i\neq k$, no real $c$ satisfies $v_i=c\,v_k$. By hand, suppose that it did. Then for any components $a,b$,
$$v_{i,a}v_{k,b}=c\,v_{k,a}v_{k,b}=v_{i,b}v_{k,a},$$
so every $2\times2$ minor of the pair would vanish. But each pair of different vectors has a non-zero minor. The command `decide +kernel` establishes this by evaluating the finite check in Lean's kernel, and `linear_combination` carries out the algebra displayed above.

```lean
/-- Each of the eighteen vectors has positive squared length. -/
theorem ray_self_pos (i : Fin 18) : 0 < ray i ⬝ᵥ ray i := by
  have h : ∀ i : Fin 18, 0 < ∑ a, coord i a * coord i a := by decide +kernel
  rw [ray_dot]
  exact Int.cast_pos.mpr (h i)
```

Each $v_i\cdot v_i$ is a sum of integer squares, not all zero, and is therefore positive. This permits normalisation later.

```lean
/-- Different vectors of the same measurement are orthogonal. -/
theorem tetrad_orthogonal (b : Fin 9) (j k : Fin 4) (hjk : j ≠ k) :
    ray (tetrad b j) ⬝ᵥ ray (tetrad b k) = 0 := by
  have h : ∀ (b : Fin 9) (j k : Fin 4), j ≠ k →
      ∑ a, coord (tetrad b j) a * coord (tetrad b k) a = 0 := by decide +kernel
  rw [ray_dot, h b j k hjk, Int.cast_zero]
```

Within a basis, $v_{t(b,j)}\cdot v_{t(b,k)}=0$ whenever $j\neq k$. In basis 2, for example, $v_7\cdot v_8=1+1-1-1=0$. The proof checks all such integer products and transfers the result to the reals with `ray_dot`.

```lean
/-- In each measurement, the squared overlaps of a real vector `ψ` with the four
normalised directions add up to the squared length of `ψ`. -/
theorem tetrad_complete (b : Fin 9) (ψ : Fin 4 → ℝ) :
    ∑ j, (ray (tetrad b j) ⬝ᵥ ψ) ^ 2 / (ray (tetrad b j) ⬝ᵥ ray (tetrad b j))
      = ψ ⬝ᵥ ψ := by
  fin_cases b <;> simp [dotProduct, Fin.sum_univ_four, ray, coord, tetrad] <;> ring
```

For every real vector $\psi$ and every basis $b$,
$$\sum_{j=0}^{3}\frac{(v_{t(b,j)}\cdot\psi)^2}{v_{t(b,j)}\cdot v_{t(b,j)}}=\psi\cdot\psi.$$
Each term is the squared overlap with a normalised direction. If $\psi$ has unit length, these are the Born probabilities of the four outcomes, and they add up to 1.

By hand, four non-zero orthogonal vectors span $\mathbb R^4$, so $\psi=\sum_j \frac{v_{t(b,j)}\cdot\psi}{v_{t(b,j)}\cdot v_{t(b,j)}}\,v_{t(b,j)}$, and the scalar product with $\psi$ gives the formula. Lean takes a more direct route: `fin_cases` separates the nine bases, `simp` writes out the components, and `ring` compares the polynomials. For basis 0 the identity is
$$\psi_3^2+\psi_2^2+\tfrac12(\psi_0+\psi_1)^2+\tfrac12(\psi_0-\psi_1)^2=\psi_0^2+\psi_1^2+\psi_2^2+\psi_3^2.$$

```lean
/-- Each of the eighteen vectors belongs to exactly two of the nine measurements. -/
theorem ray_in_two_tetrads (i : Fin 18) :
    (univ.filter fun b : Fin 9 => ∃ j, tetrad b j = i).card = 2 := by
  revert i
  decide +kernel
```

For each label $i$, the set of bases in which it occurs has exactly two elements. Vector 0, for example, lies in bases 0 and 1. The kernel checks all eighteen labels.

## The parity contradiction

```lean
/-- The number of 1s, added up over the nine measurements, is twice the number of
vectors that carry the value 1. -/
theorem sum_ones (f : Fin 18 → Bool) : ∑ b, ones f b = 2 * ∑ i, (f i).toNat := by
  -- each label occupies exactly two of the thirty-six places in the table
  have places : ∀ i : Fin 18,
      (univ.filter fun p : Fin 9 × Fin 4 => tetrad p.1 p.2 = i).card = 2 := by
    decide +kernel
  calc ∑ b, ones f b = ∑ p : Fin 9 × Fin 4, (f (tetrad p.1 p.2)).toNat := by
        rw [Fintype.sum_prod_type]
        rfl
    _ = ∑ i, ∑ p ∈ univ.filter (fun p : Fin 9 × Fin 4 => tetrad p.1 p.2 = i),
          (f (tetrad p.1 p.2)).toNat := (Finset.sum_fiberwise _ _ _).symm
    _ = ∑ i, 2 * (f i).toNat := by
        refine Finset.sum_congr rfl fun i _ => ?_
        have h : ∀ p ∈ univ.filter (fun p : Fin 9 × Fin 4 => tetrad p.1 p.2 = i),
            (f (tetrad p.1 p.2)).toNat = (f i).toNat := by
          intro p hp
          rw [(Finset.mem_filter.mp hp).2]
        rw [Finset.sum_congr rfl h, Finset.sum_const, places i, smul_eq_mul]
    _ = 2 * ∑ i, (f i).toNat := by rw [Finset.mul_sum]
```

The total number of 1s can be counted basis by basis or vector by vector. Grouping the thirty-six places by the label they carry gives
$$\sum_{b=0}^{8}N_b=\sum_{(b,j)}f_{t(b,j)}=\sum_{i=0}^{17}\ \sum_{(b,j):\,t(b,j)=i}f_i=\sum_{i=0}^{17}2f_i=2\sum_{i=0}^{17}f_i.$$
The `calc` block follows these equalities. The local fact `places` says that each label fills exactly two places, and `Finset.sum_fiberwise` does the grouping. The total is even for every assignment, whether or not it respects the one-outcome rule.

```lean
/-- No assignment of 0 or 1 to the eighteen vectors gives exactly one 1 in each of the
nine measurements. -/
theorem kochen_specker_eighteen : ¬ ∃ f : Fin 18 → Bool, ∀ b, ones f b = 1 := by
  rintro ⟨f, hf⟩
  -- the total would be nine, but it is even
  have h9 : ∑ b, ones f b = 9 := by simp [hf]
  have h2 := sum_ones f
  omega
```

This is the contradiction for the eighteen vectors. Suppose that $N_b=1$ for all nine bases. Then $\sum_b N_b=9$, while the previous theorem gives $\sum_b N_b=2\sum_i f_i$. Nine is odd, so no such assignment exists. In Lean, `rintro` takes the supposed assignment, `simp` computes the total 9, and `omega` finds the contradiction in integer arithmetic.

The argument uses only the table of labels. Orthogonality and completeness give it physical meaning: they make each row a measurement in which exactly one outcome must occur.

## All orthonormal bases of $\mathbb R^4$

```lean
/-- The eighteen vectors scaled to unit length. -/
def unitRay (i : Fin 18) : Fin 4 → ℝ := (√(ray i ⬝ᵥ ray i))⁻¹ • ray i
```

The normalised vectors are $u_i=v_i/\sqrt{v_i\cdot v_i}$.

```lean
/-- No assignment of 0 or 1 to the vectors of real four-dimensional space gives exactly
one 1 in every orthonormal basis. -/
theorem kochen_specker_dimension_four :
    ¬ ∃ f : (Fin 4 → ℝ) → Bool, ∀ e : Fin 4 → Fin 4 → ℝ,
      (∀ j, e j ⬝ᵥ e j = 1) → (∀ j k, j ≠ k → e j ⬝ᵥ e k = 0) →
        ∑ j, (f (e j)).toNat = 1 := by
  rintro ⟨f, hf⟩
  have unit : ∀ i, unitRay i ⬝ᵥ unitRay i = 1 := by
    intro i
    have hpos := ray_self_pos i
    have hs := Real.mul_self_sqrt hpos.le
    unfold unitRay
    rw [smul_dotProduct, dotProduct_smul, smul_eq_mul, smul_eq_mul, ← mul_assoc,
      ← mul_inv, hs, inv_mul_cancel₀ hpos.ne']
  have orth : ∀ b j k, j ≠ k →
      unitRay (tetrad b j) ⬝ᵥ unitRay (tetrad b k) = 0 := by
    intro b j k hjk
    unfold unitRay
    rw [smul_dotProduct, dotProduct_smul, tetrad_orthogonal b j k hjk, smul_zero, smul_zero]
  -- restrict the assignment to the eighteen normalised vectors
  exact kochen_specker_eighteen ⟨fun i => f (unitRay i), fun b =>
    hf (fun j => unitRay (tetrad b j)) (fun j => unit (tetrad b j)) (orth b)⟩
```

Here `f` assigns 0 or 1 to every vector of $\mathbb R^4$. The two conditions on `e` say that $e_0,\dots,e_3$ have unit length and are mutually orthogonal. The theorem states that no `f` gives exactly one 1 in every such basis.

By hand, suppose that $f$ did. Normalisation gives
$$u_i\cdot u_i=\frac{v_i\cdot v_i}{v_i\cdot v_i}=1,$$
and rescaling preserves orthogonality, so $u_{t(b,0)},\dots,u_{t(b,3)}$ is an orthonormal basis for each $b$. The values $f_i=f(u_i)$ would then give exactly one 1 in each of the nine bases, contradicting `kochen_specker_eighteen`. The local facts `unit` and `orth` are these two geometric steps, and the last line restricts the assignment to the eighteen vectors.

For quantum mechanics, this rules out a single noncontextual assignment of predetermined outcomes that covers all ideal measurements in real orthonormal bases of a four-dimensional system, such as two qubits. It does not exclude values that depend on the whole basis, and it does not treat noisy measurements. The Kochen–Specker theorem also holds in dimension three, where a different set of vectors is needed.

In two dimensions the obstruction disappears. Let a unit vector in the plane have angle $\theta$, and give it the value 1 if $\theta$ lies in $[0,\pi/2)$ or $[\pi,3\pi/2)$, and 0 otherwise. Orthogonal unit vectors differ by a quarter turn, which exchanges the two classes, so every orthonormal basis contains exactly one 1. This planar example is a separate argument by hand, not one of the Lean theorems.

## What happens when one basis is left out

```lean
/-- For each measurement `c`, the labels of four vectors that receive the value 1 when
`c` is left out. -/
def marked : Fin 9 → Fin 4 → Fin 18 :=
  ![![4, 7, 14, 15], ![1, 7, 14, 15], ![0, 11, 13, 16],
    ![0, 8, 12, 15], ![0, 7, 14, 15], ![0, 7, 12, 15],
    ![0, 7, 13, 17], ![0, 7, 13, 16], ![0, 7, 13, 15]]
```

For each omitted basis $c$, this table lists four vectors that receive the value 1. All others receive 0.

```lean
/-- Whichever measurement `c` is left out, giving the value 1 to the four vectors marked
for `c` and 0 to the others yields exactly one 1 in each of the remaining eight. -/
theorem eight_tetrads_assignable (c b : Fin 9) (hbc : b ≠ c) :
    ones (fun i => decide (∃ k, marked c k = i)) b = 1 := by
  revert c b
  unfold ones
  decide +kernel

end

end KochenSpeckerFour
```

The theorem says that $N_b=1$ for every $b\neq c$. The expression `decide (∃ k, marked c k = i)` is true exactly when label $i$ is marked for $c$, and the kernel checks all pairs of different bases.

Take $c=0$, with marked labels 4, 7, 14 and 15. Label 4 serves bases 1 and 4, label 7 serves 2 and 3, label 14 serves 5 and 8, and label 15 serves 6 and 7. Each of the eight remaining bases has one 1, while basis 0 has none. Thus all nine bases are needed for the contradiction within this particular set. The theorem makes no comparison with other sets of vectors.

```lean
#print axioms KochenSpeckerFour.ray_in_two_tetrads
#print axioms KochenSpeckerFour.kochen_specker_eighteen
#print axioms KochenSpeckerFour.kochen_specker_dimension_four
#print axioms KochenSpeckerFour.eight_tetrads_assignable
```

```
'KochenSpeckerFour.ray_in_two_tetrads' depends on axioms: [propext, Classical.choice, Quot.sound]
'KochenSpeckerFour.kochen_specker_eighteen' depends on axioms: [propext, Classical.choice, Quot.sound]
'KochenSpeckerFour.kochen_specker_dimension_four' depends on axioms: [propext, Classical.choice, Quot.sound]
'KochenSpeckerFour.eight_tetrads_assignable' depends on axioms: [propext, Classical.choice, Quot.sound]
```
